# A connected diagram of the one-particle Green's function with n interaction lines has exactly 2ⁿ n! labelled copies

A Wick contraction is modelled here as a permutation of points: the $2n$ ends of $n$ interaction lines, together with a single external point at which the open particle line both starts and finishes. A diagram is then connected when this permutation and the exchange of the two ends of every line lead, between them, from any point to any other.

```lean
import Mathlib

open Equiv

namespace ConnectedDiagramCounting

/-- The points of a diagram: the external point `none` and the two ends
`some (i, false)`, `some (i, true)` of each interaction line `i`. -/
abbrev Vertex (n : ℕ) := Option (Fin n × Bool)

/-- The permutation exchanging the two ends of every interaction line. -/
def swapEnds (n : ℕ) : Perm (Vertex n) where
  toFun := Option.map (fun p => (p.1, !p.2))
  invFun := Option.map (fun p => (p.1, !p.2))
  left_inv := by rintro (_ | ⟨i, b⟩) <;> simp
  right_inv := by rintro (_ | ⟨i, b⟩) <;> simp

/-- A diagram is connected if the contraction `P` and the endpoint swap together
lead from any point to any other. -/
def Connected {n : ℕ} (P : Perm (Vertex n)) : Prop :=
  ∀ x y, ∃ k ∈ Subgroup.closure ({P, swapEnds n} : Set (Perm (Vertex n))), k x = y

/-- A relabeling: a permutation of the lines and, for each line, whether its ends are flipped. -/
abbrev Relabeling (n : ℕ) := Perm (Fin n) × (Fin n → Bool)

/-- The action of a relabeling on the points of the diagram. -/
def relabel {n : ℕ} (r : Relabeling n) : Perm (Vertex n) where
  toFun := Option.map (fun p => (r.1 p.1, xor (r.2 p.1) p.2))
  invFun := Option.map (fun p => (r.1.symm p.1, xor (r.2 (r.1.symm p.1)) p.2))
  left_inv := by
    rintro (_ | ⟨i, b⟩)
    · rfl
    · cases h : r.2 i <;> cases b <;> simp [h]
  right_inv := by
    rintro (_ | ⟨i, b⟩)
    · rfl
    · cases h : r.2 (r.1.symm i) <;> cases b <;> simp [h]

/-- The contractions obtained from `P` by all relabelings. -/
def labelledCopies {n : ℕ} (P : Perm (Vertex n)) : Finset (Perm (Vertex n)) :=
  Finset.univ.image (fun r : Relabeling n => relabel r * P * (relabel r)⁻¹)

/-- Every relabeling commutes with the endpoint swap. -/
theorem relabel_commute {n : ℕ} (r : Relabeling n) : Commute (relabel r) (swapEnds n) := by
  apply Equiv.ext
  rintro (_ | ⟨i, b⟩)
  · rfl
  · show some (r.1 i, xor (r.2 i) (!b)) = some (r.1 i, !(xor (r.2 i) b))
    cases r.2 i <;> cases b <;> rfl

/-- The relabelings are exactly the permutations of the points that fix the external point
and commute with the endpoint swap. -/
theorem exists_relabel_iff {n : ℕ} (g : Perm (Vertex n)) :
    (∃ r, relabel r = g) ↔ g none = none ∧ Commute g (swapEnds n) := by
  constructor
  · rintro ⟨r, rfl⟩
    exact ⟨rfl, relabel_commute r⟩
  rintro ⟨h0, hc⟩
  -- the first end of each line goes to some end of some line
  have key : ∀ i, ∃ q : Fin n × Bool, g (some (i, false)) = some q := fun i =>
    Option.ne_none_iff_exists'.mp (fun h => by
      have h' := g.injective (h.trans h0.symm)
      simp at h')
  choose q hq using key
  -- the second end then goes to the partner of that end
  have ht : ∀ i, g (some (i, true)) = some ((q i).1, !(q i).2) := by
    intro i
    calc g (some (i, true)) = swapEnds n (g (some (i, false))) :=
          Equiv.congr_fun hc.eq (some (i, false))
      _ = some ((q i).1, !(q i).2) := by rw [hq]; rfl
  have inj : Function.Injective (fun i => (q i).1) := by
    intro i j hij
    by_cases hb : (q i).2 = (q j).2
    · have e : q i = q j := Prod.ext hij hb
      have h := g.injective ((hq i).trans ((congrArg some e).trans (hq j).symm))
      simpa using h
    · have hb' : (q i).2 = !(q j).2 := by
        cases h1 : (q i).2 <;> cases h2 : (q j).2 <;> simp_all
      have e : q i = ((q j).1, !(q j).2) := Prod.ext hij hb'
      have h := g.injective ((hq i).trans ((congrArg some e).trans (ht j).symm))
      simp at h
  refine ⟨(Equiv.ofBijective (fun i => (q i).1) (Finite.injective_iff_bijective.mp inj),
    fun i => (q i).2), ?_⟩
  apply Equiv.ext
  rintro (_ | ⟨i, _ | _⟩)
  · exact h0.symm
  · refine Eq.trans ?_ (hq i).symm
    show some ((q i).1, xor (q i).2 false) = some (q i)
    simp
  · refine Eq.trans ?_ (ht i).symm
    show some ((q i).1, xor (q i).2 true) = some ((q i).1, !(q i).2)
    simp

/-- Different relabelings act differently on the points. -/
theorem relabel_injective {n : ℕ} : Function.Injective (relabel (n := n)) := by
  intro r s h
  have k : ∀ i, r.1 i = s.1 i ∧ r.2 i = s.2 i := by
    intro i
    have h' := Equiv.congr_fun h (some (i, false))
    simpa [relabel] using h'
  exact Prod.ext (Equiv.ext fun i => (k i).1) (funext fun i => (k i).2)

/-- A symmetry of a connected diagram that fixes the external point is the identity. -/
theorem symmetry_eq_one {n : ℕ} {P g : Perm (Vertex n)} (hconn : Connected P)
    (h0 : g none = none) (hP : Commute g P) (hS : Commute g (swapEnds n)) : g = 1 := by
  have hle : Subgroup.closure ({P, swapEnds n} : Set (Perm (Vertex n))) ≤
      Subgroup.centralizer {g} := by
    rw [Subgroup.closure_le]
    intro x hx
    refine Subgroup.mem_centralizer_iff.mpr (fun h hh => ?_)
    rw [Set.mem_singleton_iff.mp hh]
    rcases hx with hx | hx
    · rw [hx]; exact hP.eq
    · rw [Set.mem_singleton_iff.mp hx]; exact hS.eq
  apply Equiv.ext
  intro x
  show g x = x
  -- reach `x` from the external point and carry `g` along the path
  obtain ⟨k, hk, hx⟩ := hconn none x
  have hgk := Subgroup.mem_centralizer_iff.mp (hle hk) g (Set.mem_singleton g)
  calc g x = (g * k) none := by rw [← hx]; rfl
    _ = (k * g) none := by rw [hgk]
    _ = k (g none) := rfl
    _ = x := by rw [h0, hx]

/-- Conjugating the contraction of a connected diagram by different relabelings gives
different contractions. -/
theorem conjugates_distinct {n : ℕ} {P : Perm (Vertex n)} (hconn : Connected P) :
    Function.Injective (fun r : Relabeling n => relabel r * P * (relabel r)⁻¹) := by
  intro r s h
  have h' : relabel r * P * (relabel r)⁻¹ = relabel s * P * (relabel s)⁻¹ := h
  -- the quotient of the two relabelings is a symmetry of the diagram
  have hP : Commute ((relabel s)⁻¹ * relabel r) P := by
    show (relabel s)⁻¹ * relabel r * P = P * ((relabel s)⁻¹ * relabel r)
    calc (relabel s)⁻¹ * relabel r * P
        = (relabel s)⁻¹ * (relabel r * P * (relabel r)⁻¹) * relabel r := by group
      _ = (relabel s)⁻¹ * (relabel s * P * (relabel s)⁻¹) * relabel r := by rw [h']
      _ = P * ((relabel s)⁻¹ * relabel r) := by group
  have hg := symmetry_eq_one hconn (g := (relabel s)⁻¹ * relabel r) rfl hP
    ((relabel_commute s).inv_left.mul_left (relabel_commute r))
  exact relabel_injective (inv_mul_eq_one.mp hg).symm

/-- A connected diagram with `n` interaction lines has exactly `2^n n!` labelled copies. -/
theorem card_labelledCopies {n : ℕ} {P : Perm (Vertex n)} (hconn : Connected P) :
    (labelledCopies P).card = 2 ^ n * n.factorial := by
  rw [labelledCopies, Finset.card_image_of_injective _ (conjugates_distinct hconn),
    Finset.card_univ]
  simp [Fintype.card_perm, mul_comm]

/-- For an amplitude `W` that does not depend on the labeling, the sum over the labelled copies
of a connected diagram with prefactor `1/(2^n n!)` is the amplitude of the diagram itself. -/
theorem prefactor_cancels {n : ℕ} {P : Perm (Vertex n)} (hconn : Connected P)
    (W : Perm (Vertex n) → ℂ)
    (hW : ∀ r Q, W (relabel r * Q * (relabel r)⁻¹) = W Q) :
    1 / (2 ^ n * (n.factorial : ℂ)) * ∑ Q ∈ labelledCopies P, W Q = W P := by
  have hs : ∀ Q ∈ labelledCopies P, W Q = W P := by
    intro Q hQ
    obtain ⟨r, _, rfl⟩ := Finset.mem_image.mp hQ
    exact hW r P
  have hn : (n.factorial : ℂ) ≠ 0 := by exact_mod_cast n.factorial_ne_zero
  rw [Finset.sum_congr rfl hs, Finset.sum_const, card_labelledCopies hconn, nsmul_eq_mul]
  push_cast
  field_simp

/-- The second-order bubble diagram: an open line through the first ends of both interaction
lines, and a closed loop through their second ends. -/
def bubble : Perm (Vertex 2) :=
  swap none (some (0, false)) * swap (some (0, false)) (some (1, false)) *
    swap (some (0, true)) (some (1, true))

/-- The second-order bubble diagram is connected. -/
theorem bubble_witness : Connected bubble := by
  have hP : bubble ∈ Subgroup.closure ({bubble, swapEnds 2} : Set (Perm (Vertex 2))) :=
    Subgroup.subset_closure (by simp)
  have hS : swapEnds 2 ∈ Subgroup.closure ({bubble, swapEnds 2} : Set (Perm (Vertex 2))) :=
    Subgroup.subset_closure (by simp)
  -- every point is reached from the external one
  have reach : ∀ x, ∃ k ∈ Subgroup.closure ({bubble, swapEnds 2} : Set (Perm (Vertex 2))),
      k none = x := by
    rintro (_ | ⟨i, b⟩)
    · exact ⟨1, Subgroup.one_mem _, rfl⟩
    · fin_cases i <;> cases b
      · exact ⟨bubble, hP, by decide⟩
      · exact ⟨swapEnds 2 * bubble, Subgroup.mul_mem _ hS hP, by decide⟩
      · exact ⟨bubble * bubble, Subgroup.mul_mem _ hP hP, by decide⟩
      · exact ⟨swapEnds 2 * (bubble * bubble),
          Subgroup.mul_mem _ hS (Subgroup.mul_mem _ hP hP), by decide⟩
  intro x y
  obtain ⟨k, hk, hx⟩ := reach x
  obtain ⟨l, hl, hy⟩ := reach y
  refine ⟨l * k⁻¹, Subgroup.mul_mem _ hl (Subgroup.inv_mem _ hk), ?_⟩
  show l (k⁻¹ x) = y
  have e : k⁻¹ (k none) = none := Equiv.symm_apply_apply k none
  rw [← hx, e, hy]

/-- If the contraction joins only the two ends of each interaction line to each other, every
relabeling gives back the same contraction. -/
theorem detached_lines_invariant {n : ℕ} (r : Relabeling n) :
    relabel r * swapEnds n * (relabel r)⁻¹ = swapEnds n := by
  rw [(relabel_commute r).eq, mul_inv_cancel_right]

end ConnectedDiagramCounting
```

```lean
#print axioms ConnectedDiagramCounting.exists_relabel_iff
#print axioms ConnectedDiagramCounting.card_labelledCopies
#print axioms ConnectedDiagramCounting.prefactor_cancels
#print axioms ConnectedDiagramCounting.detached_lines_invariant
```

```
'ConnectedDiagramCounting.exists_relabel_iff' depends on axioms: [propext, Classical.choice, Quot.sound]
'ConnectedDiagramCounting.card_labelledCopies' depends on axioms: [propext, Classical.choice, Quot.sound]
'ConnectedDiagramCounting.prefactor_cancels' depends on axioms: [propext, Classical.choice, Quot.sound]
'ConnectedDiagramCounting.detached_lines_invariant' depends on axioms: [propext, Classical.choice, Quot.sound]
```

## Contractions as permutations

In the perturbation series for the one-particle Green's function with a two-body interaction, order $n$ carries the factor $1/(2^n n!)$. The $n!$ comes from expanding the exponential, and each factor $2$ comes from the $\tfrac12$ in front of the pair interaction. Every end of an interaction line carries one creation and one annihilation operator, and each contraction considered here pairs a creation operator with an annihilation operator, which leaves out the anomalous contractions of a superconducting state. A full contraction therefore sends each point to the next point along its propagator. That assignment is a permutation $P$.

Write $e$ for the external point and $(i,b)$ for end $b\in\{0,1\}$ of line $i\in\{0,\dots,n-1\}$. In Lean these are `none` and `some (i, b)`, with `false` for $0$ and `true` for $1$. The cycle of $P$ through $e$ is the open particle line, and the other cycles are closed loops. Using one external point merges the creation and annihilation operators of the Green's function into one vertex.

The permutation `swapEnds n`, written $S$ below, fixes $e$ and sends $(i,b)$ to $(i,1-b)$, so it moves along the interaction lines. `Connected P` says that for any points $x$ and $y$ some element of the group generated by $P$ and $S$ takes $x$ to $y$.

A relabeling $r=(\pi,\varphi)$ consists of a permutation $\pi$ of the lines and a bit $\varphi_i$ for each line, which says whether its ends are flipped. It acts on the points by

$$g_r(e)=e,\qquad g_r(i,b)=(\pi(i),\,\varphi_i\oplus b),$$

where $\oplus$ is addition modulo 2. This is `relabel r`. Renaming the points turns $P$ into $g_rPg_r^{-1}$, and `labelledCopies P` is the set of all contractions obtained in this way.

## What is counted and what is assumed

`card_labelledCopies` states that a connected $P$ has exactly $2^n n!$ labelled copies. `prefactor_cancels` adds an amplitude $W$, a complex number for each contraction, and concludes that

$$\frac{1}{2^n n!}\sum_{Q\in\text{copies of }P}W(Q)=W(P).$$

The hypothesis `hW` requires $W$ to be unchanged by every relabeling. It is assumed, not derived from a Hamiltonian. Physically it stands for two facts: the internal positions and times are integration variables whose names do not matter, and the pair interaction is symmetric, $v(x,x')=v(x',x)$.

This is the bookkeeping behind drawing each connected diagram of the one-particle Green's function once, with no symmetry factor, treated here for one diagram at a fixed finite order with an abstract amplitude. Wick's theorem itself, the values of the integrals and the removal of disconnected diagrams do not enter.

## Relabelings respect the interaction lines

A relabeling commutes with $S$, because flipping a bit before or after adding $\varphi_i$ gives the same result:

$$g_rS(i,b)=(\pi(i),\varphi_i\oplus b\oplus1)=Sg_r(i,b).$$

`relabel_commute` checks this by cases on the two bits.

Conversely, let $g$ be any permutation that fixes $e$ and commutes with $S$. Since $g$ is injective and already sends $e$ to $e$, the point $g(i,0)$ is an end of some line; call it $(\pi(i),\varphi_i)$. Then

$$g(i,1)=gS(i,0)=Sg(i,0)=(\pi(i),\varphi_i\oplus1).$$

If $\pi(i)=\pi(j)$, then $g(i,0)$ equals either $g(j,0)$ or $g(j,1)$. The first case gives $i=j$, and the second contradicts injectivity. So $\pi$ is injective on a finite set and therefore a permutation, and $g=g_r$ with $r=(\pi,\varphi)$. This is `exists_relabel_iff`. The later count does not use it; it shows that the relabelings are all the renamings that respect the external point and the pairing of ends.

Different relabelings also act differently, since $g_r(i,0)=(\pi(i),\varphi_i)$ reveals both parts of $r$. This is `relabel_injective`.

## A fixed external point leaves no symmetry

Suppose $h$ fixes $e$ and commutes with both $P$ and $S$. It then commutes with every product of these permutations and their inverses. Given a point $x$, connectedness supplies such a product $k$ with $k(e)=x$, and

$$h(x)=hk(e)=kh(e)=k(e)=x.$$

So $h$ is the identity. In `symmetry_eq_one`, the statement about products is the inclusion of the generated subgroup in the centralizer of the symmetry, which needs checking only on the two generators. The final `calc` block is the displayed chain.

Now let two relabelings $r$ and $s$ give the same copy, $g_rPg_r^{-1}=g_sPg_s^{-1}$, and set $h=g_s^{-1}g_r$. Then

$$hP=g_s^{-1}(g_rPg_r^{-1})g_r=g_s^{-1}(g_sPg_s^{-1})g_r=Ph.$$

Moreover, $h$ fixes $e$ and commutes with $S$, because $g_r$ and $g_s$ do. Hence $h$ is the identity, $g_r=g_s$ and $r=s$. This is `conjugates_distinct`, where `group` carries out the regrouping of factors.

There are $n!$ choices of $\pi$ and $2^n$ choices of $\varphi$, and distinct choices give distinct copies, so the set has $2^n n!$ elements. Each copy has amplitude $W(P)$ by `hW`. The sum is therefore $2^n n!\,W(P)$, and dividing by the nonzero number $2^n n!$ leaves $W(P)$. For $n=0$ the only point is $e$, and there is one copy.

## The second-order bubble

The contraction `bubble` has the open line $e\to(0,0)\to(1,0)\to e$ and the closed loop $(0,1)\leftrightarrow(1,1)$. With $P$ the bubble, the four line ends are reached from $e$ as

$$P(e)=(0,0),\quad SP(e)=(0,1),\quad P^2(e)=(1,0),\quad SP^2(e)=(1,1).$$

`bubble_witness` verifies these by `decide` and joins two arbitrary points by going back to $e$ and out again. The bubble therefore has $2^2\cdot2!=8$ labelled copies, which match the second-order prefactor $1/8$.

## A detached line keeps its factor of one half

Without connectedness the count can fail, and the first example occurs at $n=1$. Take $P=S$: the external point is contracted with itself, and the two ends of the only interaction line are contracted with each other. This is a bare propagator next to a vacuum diagram. Flipping the line gives back the same contraction, so there is one copy instead of two, and the prefactor leaves $\tfrac12W(P)$. `detached_lines_invariant` shows that $P=S$ has a single copy for every $n$: since $g_r$ commutes with $S$, we have $g_rSg_r^{-1}=S$ for all relabelings. For $n\ge1$ this is fewer than $2^n n!$.

## Summing over relabelings instead of contractions

The sum in `prefactor_cancels` runs over a set, so a contraction produced by several relabelings is counted once, as it is in the Wick expansion. A different model would sum $W(g_rPg_r^{-1})$ over all relabelings $r$. That sum has $2^n n!$ equal terms for every $P$, connected or not, so the prefactor would cancel by the invariance of $W$ alone. The statement would then be easier, but it would no longer detect the symmetry factor of a detached diagram.
